# Real and imaginary parts of the product of two propagators at the same frequency with a purely imaginary local self-energy

The propagator at real band energy e is 1/(iy − e), where iy is the Matsubara frequency minus a purely imaginary local self-energy. For y > 0 and any two real band energies a and b, taken at the same y, `propagator_mul` states that the product of the two propagators has real part (ab − y²)/((y² + a²)(y² + b²)) and imaginary part y(a + b)/((y² + a²)(y² + b²)). The proof takes the real and imaginary parts of each factor from `propagator_spec`, puts them into the formulas for the parts of a complex product, and leaves the two resulting real identities to `ring`.

Lean 4 with Mathlib refuses this proof:

```lean
import Mathlib

open Finset

namespace NestedBandBubbles

noncomputable section

/-- The propagator `1/(iy - e)` at band energy `e`, for `y` and `e` not both zero; `iy` is the
Matsubara frequency minus a purely imaginary local self-energy. -/
def propagator (y e : ℝ) : ℂ := 1 / (Complex.I * y - e)

/-- The propagator inverts `iy - e`, and its real and imaginary parts are `-e/(y² + e²)` and
`-y/(y² + e²)`. -/
theorem propagator_spec {y : ℝ} (hy : 0 < y) (e : ℝ) :
    (Complex.I * y - e) * propagator y e = 1 ∧
      (propagator y e).re = -e / (y ^ 2 + e ^ 2) ∧
      (propagator y e).im = -y / (y ^ 2 + e ^ 2) := by
  have h0 : Complex.I * (y : ℂ) - e ≠ 0 := fun h =>
    hy.ne' (by simpa using congrArg Complex.im h)
  have h : Complex.I * (y : ℂ) - e = ⟨-e, y⟩ := by apply Complex.ext <;> simp
  refine ⟨mul_one_div_cancel h0, ?_, ?_⟩
  · rw [propagator, h, one_div, Complex.inv_re, Complex.normSq_mk]
    congr 1
    ring
  · rw [propagator, h, one_div, Complex.inv_im, Complex.normSq_mk]
    congr 1
    ring

/-- Real and imaginary parts of the product of propagators at the energies `a` and `b`. -/
theorem propagator_mul {y : ℝ} (hy : 0 < y) (a b : ℝ) :
    (propagator y a * propagator y b).re =
        (a * b - y ^ 2) / ((y ^ 2 + a ^ 2) * (y ^ 2 + b ^ 2)) ∧
      (propagator y a * propagator y b).im =
        y * (a + b) / ((y ^ 2 + a ^ 2) * (y ^ 2 + b ^ 2)) := by
  obtain ⟨-, ha, ha'⟩ := propagator_spec hy a
  obtain ⟨-, hb, hb'⟩ := propagator_spec hy b
  rw [Complex.mul_re, Complex.mul_im, ha, ha', hb, hb']
  constructor <;> ring

end

end NestedBandBubbles
```

Lean reports:

```
Try this:
  [apply] ring_nf
  
  The `ring` tactic failed to close the goal. Use `ring_nf` to obtain a normal form.
    
  Note that `ring` works primarily in *commutative* rings. If you have a noncommutative ring, abelian group or module, consider using `noncomm_ring`, `abel` or `module` instead.
Try this:
  [apply] ring_nf
  
  The `ring` tactic failed to close the goal. Use `ring_nf` to obtain a normal form.
    
  Note that `ring` works primarily in *commutative* rings. If you have a noncommutative ring, abelian group or module, consider using `noncomm_ring`, `abel` or `module` instead.
Main.lean:35:61: error: unsolved goals
case left
y : ℝ
hy : 0 < y
a b : ℝ
ha : (propagator y a).re = -a / (y ^ 2 + a ^ 2)
ha' : (propagator y a).im = -y / (y ^ 2 + a ^ 2)
hb : (propagator y b).re = -b / (y ^ 2 + b ^ 2)
hb' : (propagator y b).im = -y / (y ^ 2 + b ^ 2)
⊢ a * (a ^ 2 + y ^ 2)⁻¹ * b * (y ^ 2 + b ^ 2)⁻¹ - y ^ 2 * (a ^ 2 + y ^ 2)⁻¹ * (y ^ 2 + b ^ 2)⁻¹ =
    a * b * (a ^ 2 * y ^ 2 + a ^ 2 * b ^ 2 + y ^ 2 * b ^ 2 + y ^ 4)⁻¹ -
      y ^ 2 * (a ^ 2 * y ^ 2 + a ^ 2 * b ^ 2 + y ^ 2 * b ^ 2 + y ^ 4)⁻¹

case right
y : ℝ
hy : 0 < y
a b : ℝ
ha : (propagator y a).re = -a / (y ^ 2 + a ^ 2)
ha' : (propagator y a).im = -y / (y ^ 2 + a ^ 2)
hb : (propagator y b).re = -b / (y ^ 2 + b ^ 2)
hb' : (propagator y b).im = -y / (y ^ 2 + b ^ 2)
⊢ a * y * (a ^ 2 + y ^ 2)⁻¹ * (y ^ 2 + b ^ 2)⁻¹ + y * (a ^ 2 + y ^ 2)⁻¹ * b * (y ^ 2 + b ^ 2)⁻¹ =
    a * y * (a ^ 2 * y ^ 2 + a ^ 2 * b ^ 2 + y ^ 2 * b ^ 2 + y ^ 4)⁻¹ +
      y * b * (a ^ 2 * y ^ 2 + a ^ 2 * b ^ 2 + y ^ 2 * b ^ 2 + y ^ 4)⁻¹
```

What went wrong. Both identities are true, but `ring` proves neither. The two "Try this" messages say so, one for each half, and the error shows the goals as they stand after normalisation.

On the left of each goal the denominators are two separate inverses, `(a ^ 2 + y ^ 2)⁻¹` and `(y ^ 2 + b ^ 2)⁻¹`. On the right, `ring` has multiplied the product of the two sums out and then inverted the resulting four-term polynomial. It treats the inverse of a sum as an indivisible quantity, so it doesn't see that the inverse on the right is the product of the two on the left.

The repair makes the denominators agree before `ring` is called. In each half, `div_mul_div_comm`, used twice, turns each product of fractions into a single fraction over `(y ^ 2 + a ^ 2) * (y ^ 2 + b ^ 2)`. Then `← sub_div` (real part) or `← add_div` (imaginary part) joins the two fractions into one. Both sides now have the same denominator, so `congr 1` leaves only the equality of the numerators, a polynomial identity that `ring` proves.

This version goes through:

```diff
@@ -37,5 +37,11 @@
   obtain ⟨-, hb, hb'⟩ := propagator_spec hy b
   rw [Complex.mul_re, Complex.mul_im, ha, ha', hb, hb']
-  constructor <;> ring
+  constructor
+  · rw [div_mul_div_comm, div_mul_div_comm, ← sub_div]
+    congr 1
+    ring
+  · rw [div_mul_div_comm, div_mul_div_comm, ← add_div]
+    congr 1
+    ring
 
 end
```
